# On an infinite sequence of simple knots, B-splines of degree p are nonnegative, local and sum to 1 from knot interval p onward

An electron in a central field has a radial function \(P(r)\), which can be approximated by a combination of piecewise polynomials on a radial grid. Which coefficients matter at a given radius, and do they bound the approximation there? For B-splines on simple knots, that is, strictly increasing ones, the answers follow from the recursion that defines them.

```lean
import Mathlib

open Finset

namespace BSplineBasis
```

## Splines from interval indicators

Let \(t_0<t_1<\cdots\) be the knots and write \(x\) for the radius. The degree-zero function \(B_{i,0}\) is 1 on \([t_i,t_{i+1})\) and 0 elsewhere. Higher degrees follow from

\[
B_{i,p+1}(x)=\frac{x-t_i}{t_{i+p+1}-t_i}B_{i,p}(x)+\frac{t_{i+p+2}-x}{t_{i+p+2}-t_{i+1}}B_{i+1,p}(x).
\]

In Lean, `bspline t p i x` is \(B_{i,p}(x)\), and the knots are an infinite sequence `t : ℕ → ℝ`. Here \(p\) is the polynomial degree; the order, in the usual convention, is \(p+1\).

```lean
/-- The B-spline of degree `p` with index `i` on the knots `t`, given by the Cox-de Boor
recursion from indicators of half-open knot intervals. Its domain is strictly increasing knots. -/
noncomputable def bspline (t : ℕ → ℝ) : ℕ → ℕ → ℝ → ℝ
  | 0, i, x => if t i ≤ x ∧ x < t (i + 1) then 1 else 0
  | p + 1, i, x =>
      (x - t i) / (t (i + p + 1) - t i) * bspline t p i x
        + (t (i + p + 2) - x) / (t (i + p + 2) - t (i + 1)) * bspline t p (i + 1) x
```

The first weight is a linear ramp,

\[
w_{i,p}(x)=\frac{x-t_i}{t_{i+p+1}-t_i}.
\]

```lean
/-- The linear weight that rises from 0 at knot `i` to 1 at knot `i + p + 1`;
its domain is knots for which these two are distinct. -/
noncomputable def ramp (t : ℕ → ℝ) (p i : ℕ) (x : ℝ) : ℝ :=
  (x - t i) / (t (i + p + 1) - t i)
```

The second weight is the complement of the next ramp, because

\[
1-w_{i+1,p}(x)=\frac{(t_{i+p+2}-t_{i+1})-(x-t_{i+1})}{t_{i+p+2}-t_{i+1}}=\frac{t_{i+p+2}-x}{t_{i+p+2}-t_{i+1}}.
\]

The hypothesis `StrictMono t` makes the denominator nonzero. It also excludes the repeated endpoint knots common in atomic calculations.

```lean
variable {t : ℕ → ℝ}

/-- For strictly increasing knots, the two weights in the Cox-de Boor recursion are a ramp
and the complement to 1 of the next ramp. -/
theorem bspline_succ (ht : StrictMono t) (p i : ℕ) (x : ℝ) :
    bspline t (p + 1) i x = ramp t p i x * bspline t p i x
      + (1 - ramp t p (i + 1) x) * bspline t p (i + 1) x := by
  have h : t (i + 1) < t (i + p + 2) := ht (by omega)
  have hne : t (i + p + 2) - t (i + 1) ≠ 0 := (sub_pos.2 h).ne'
  have hr : (t (i + p + 2) - x) / (t (i + p + 2) - t (i + 1))
      = 1 - ramp t p (i + 1) x := by
    rw [ramp, show i + 1 + p + 1 = i + p + 2 by omega, eq_sub_iff_add_eq, ← add_div,
      div_eq_one_iff_eq hne]
    ring
  rw [← hr]
  rfl
```

## Support and sign

\(B_{i,p}\) vanishes outside \([t_i,t_{i+p+1})\). This holds for \(p=0\) by definition. If it holds for \(p\), then \(B_{i,p}\) and \(B_{i+1,p}\) both vanish outside \([t_i,t_{i+p+2})\), and so does \(B_{i,p+1}\). The induction keeps \(i\) general because the recursion also calls index \(i+1\).

```lean
/-- For strictly increasing knots, a B-spline of degree `p` vanishes outside the `p + 1`
consecutive knot intervals that begin at knot `i`. -/
theorem bspline_eq_zero (ht : StrictMono t) (p i : ℕ) (x : ℝ)
    (h : x < t i ∨ t (i + p + 1) ≤ x) : bspline t p i x = 0 := by
  induction p generalizing i with
  | zero =>
    refine if_neg ?_
    rintro ⟨h1, h2⟩
    rcases h with h | h
    · exact absurd h1 (not_le_of_gt h)
    · exact absurd h2 (not_lt_of_ge h)
  | succ p ih =>
    have h1 : bspline t p i x = 0 :=
      ih i (h.imp id (fun h => le_trans (ht.monotone (by omega)) h))
    have h2 : bspline t p (i + 1) x = 0 :=
      ih (i + 1) (h.imp (fun h => lt_trans h (ht (by omega)))
        (fun h => le_trans (ht.monotone (by omega)) h))
    rw [bspline_succ ht, h1, h2]
    ring
```

The splines are also nonnegative. The first weight is negative only for \(x<t_i\), where \(B_{i,p}=0\); the second only for \(x>t_{i+p+2}\), where \(B_{i+1,p}=0\). The proof splits into these cases.

```lean
/-- For strictly increasing knots, B-splines are nowhere negative. -/
theorem bspline_nonneg (ht : StrictMono t) (p i : ℕ) (x : ℝ) : 0 ≤ bspline t p i x := by
  induction p generalizing i with
  | zero =>
    simp only [bspline]
    split_ifs <;> norm_num
  | succ p ih =>
    rw [bspline]
    -- a weight can be negative only where its B-spline vanishes
    refine add_nonneg ?_ ?_
    · rcases lt_or_ge x (t i) with h | h
      · simp [bspline_eq_zero ht p i x (Or.inl h)]
      · exact mul_nonneg (div_nonneg (sub_nonneg.2 h)
          (sub_nonneg.2 (ht.monotone (by omega)))) (ih i)
    · rcases lt_or_ge x (t (i + p + 2)) with h | h
      · exact mul_nonneg (div_nonneg (sub_nonneg.2 h.le)
          (sub_nonneg.2 (ht.monotone (by omega)))) (ih (i + 1))
      · have h' : t (i + 1 + p + 1) ≤ x := by
          rwa [show i + 1 + p + 1 = i + p + 2 by omega]
        simp [bspline_eq_zero ht p (i + 1) x (Or.inr h')]
```

## Lowering the degree

Fix \(t_m\le x<t_{m+1}\). At degree zero only interval \(m\) contributes, so \(\sum_{i=0}^m c_iB_{i,0}(x)=c_m\).

```lean
/-- On a knot interval of strictly increasing knots, the degree-zero expansion picks out the
coefficient of that interval. -/
theorem sum_degree_zero (ht : StrictMono t) {m : ℕ} {x : ℝ} (h1 : t m ≤ x)
    (h2 : x < t (m + 1)) (c : ℕ → ℝ) :
    ∑ i ∈ range (m + 1), c i * bspline t 0 i x = c m := by
  have hm : bspline t 0 m x = 1 := if_pos ⟨h1, h2⟩
  rw [sum_range_succ, hm, mul_one, sum_eq_zero, zero_add]
  intro i hi
  have him := mem_range.1 hi
  rw [bspline_eq_zero ht 0 i x (Or.inr (le_trans (ht.monotone (by omega)) h1)), mul_zero]
```

For \(p+1\le m\), insert the recursion into a spline of degree \(p+1\):

\[
\sum_{i=0}^m c_iB_{i,p+1}=\sum_{i=0}^m c_iw_{i,p}B_{i,p}+\sum_{i=0}^m c_i(1-w_{i+1,p})B_{i+1,p}.
\]

In the first sum the term \(i=0\) vanishes, since \(t_{p+1}\le t_m\le x\). In the second the term \(i=m\) vanishes, since \(x<t_{m+1}\). Shifting the first index gives

\[
\sum_{i=0}^{m-1}\bigl[w_{i+1,p}c_{i+1}+(1-w_{i+1,p})c_i\bigr]B_{i+1,p}.
\]

`sum_range_succ'` and `sum_range_succ` split off these first and last terms.

```lean
/-- One step of de Boor's algorithm: on knot interval `m ≥ p + 1` of strictly increasing knots,
a spline of degree `p + 1` is a combination of B-splines of degree `p` whose coefficients
blend neighbouring old ones. -/
theorem deBoor_step (ht : StrictMono t) {p m : ℕ} {x : ℝ} (hpm : p + 1 ≤ m)
    (h1 : t m ≤ x) (h2 : x < t (m + 1)) (c : ℕ → ℝ) :
    ∑ i ∈ range (m + 1), c i * bspline t (p + 1) i x
      = ∑ i ∈ range m, (ramp t p (i + 1) x * c (i + 1)
          + (1 - ramp t p (i + 1) x) * c i) * bspline t p (i + 1) x := by
  -- the two boundary B-splines vanish on this interval
  have h0 : bspline t p 0 x = 0 :=
    bspline_eq_zero ht p 0 x (Or.inr (le_trans (ht.monotone (by omega)) h1))
  have hm : bspline t p (m + 1) x = 0 := bspline_eq_zero ht p (m + 1) x (Or.inl h2)
  calc ∑ i ∈ range (m + 1), c i * bspline t (p + 1) i x
      = ∑ i ∈ range (m + 1), c i * (ramp t p i x * bspline t p i x)
        + ∑ i ∈ range (m + 1), c i * ((1 - ramp t p (i + 1) x) * bspline t p (i + 1) x) := by
        rw [← sum_add_distrib]
        refine sum_congr rfl fun i _ => ?_
        rw [bspline_succ ht]
        ring
    _ = _ := by
        rw [sum_range_succ' (fun i => c i * (ramp t p i x * bspline t p i x)) m,
          sum_range_succ
            (fun i => c i * ((1 - ramp t p (i + 1) x) * bspline t p (i + 1) x)) m]
        simp only [h0, hm, mul_zero, add_zero]
        rw [← sum_add_distrib]
        refine sum_congr rfl fun i _ => ?_
        ring
```

With all \(c_i=1\), each bracket is 1. Since \(B_{0,p}(x)=0\), the sum at degree \(p+1\) equals the sum at degree \(p\), and induction brings it down to 1.

```lean
/-- On knot interval `m ≥ p` of strictly increasing knots, the B-splines of degree `p` with
indices 0 to `m` sum to 1. -/
theorem sum_bspline (ht : StrictMono t) {p m : ℕ} {x : ℝ} (hpm : p ≤ m)
    (h1 : t m ≤ x) (h2 : x < t (m + 1)) : ∑ i ∈ range (m + 1), bspline t p i x = 1 := by
  induction p with
  | zero => simpa only [one_mul] using sum_degree_zero ht h1 h2 (fun _ => 1)
  | succ p ih =>
    have h0 : bspline t p 0 x = 0 :=
      bspline_eq_zero ht p 0 x (Or.inr (le_trans (ht.monotone (by omega)) h1))
    have hs := deBoor_step ht hpm h1 h2 (fun _ => 1)
    simp only [mul_one, one_mul, add_sub_cancel] at hs
    have hi := ih (by omega)
    rw [sum_range_succ', h0, add_zero] at hi
    rw [hs]
    exact hi
```

## The active splines on one interval

If \(i>m\), then \(x<t_{m+1}\le t_i\). If \(i<m-p\), then \(t_{i+p+1}\le t_m\le x\). Either way \(B_{i,p}(x)=0\), leaving

\[
\sum_{i=m-p}^{m}B_{i,p}(x)=1.
\]

In the theorem, `h1` and `h2` place \(x\) in interval \(m\), `hpm` says \(p\le m\), and `Icc (m - p) m` is the set of \(p+1\) active indices. On a finite grid \(t_0,\ldots,t_N\), all these splines are available only if also \(m+p+1\le N\). The three conclusions are nonnegativity, locality and unit sum; `sum_subset` discards the zero terms.

```lean
/-- For strictly increasing knots and `x` in knot interval `m ≥ p`, all B-splines of degree `p`
are nonnegative at `x`, vanish unless `m - p ≤ i ≤ m`, and sum to 1 over these indices. -/
theorem bspline_partition_of_unity (ht : StrictMono t) {p m : ℕ} {x : ℝ} (hpm : p ≤ m)
    (h1 : t m ≤ x) (h2 : x < t (m + 1)) :
    (∀ i, 0 ≤ bspline t p i x) ∧
    (∀ i, ¬(m - p ≤ i ∧ i ≤ m) → bspline t p i x = 0) ∧
    ∑ i ∈ Icc (m - p) m, bspline t p i x = 1 := by
  have hv : ∀ i, ¬(m - p ≤ i ∧ i ≤ m) → bspline t p i x = 0 := by
    intro i hi
    rcases lt_or_ge m i with h | h
    · exact bspline_eq_zero ht p i x (Or.inl (lt_of_lt_of_le h2 (ht.monotone (by omega))))
    · exact bspline_eq_zero ht p i x (Or.inr (le_trans (ht.monotone (by omega)) h1))
  refine ⟨fun i => bspline_nonneg ht p i x, hv, ?_⟩
  rw [← sum_bspline ht hpm h1 h2]
  refine sum_subset ?_ fun i _ hi => hv i fun h => hi (mem_Icc.2 h)
  intro i hi
  have := mem_Icc.1 hi
  exact mem_range.2 (by omega)
```

For example, take knots \(0,1,2,4,8,\ldots\), with \(p=m=2\) and \(x=3\). At degree one, \(B_{1,1}=B_{2,1}=\tfrac12\). At degree two,

\[
B_{0,2}=\tfrac13\cdot\tfrac12=\tfrac16,\quad
B_{1,2}=\tfrac23\cdot\tfrac12+\tfrac56\cdot\tfrac12=\tfrac34,\quad
B_{2,2}=\tfrac16\cdot\tfrac12=\tfrac1{12},
\]

and the sum is 1.

## Bounds on a radial function

If \(a\le c_i\le b\) for the active indices, multiplying by \(B_{i,p}(x)\ge0\) and summing gives

\[
a\le\sum_{i=m-p}^m c_iB_{i,p}(x)\le b.
\]

Thus, at each radius in an interval \(m\ge p\) whose \(p+1\) active splines are all in the basis, a radial function expanded on simple knots lies between the smallest and the largest of their coefficients, whatever equation determined them.

```lean
/-- On knot interval `m ≥ p` of strictly increasing knots, the value of a spline lies between
any common bounds on its coefficients with indices `m - p` to `m`. -/
theorem spline_mem_Icc (ht : StrictMono t) {p m : ℕ} {x a b : ℝ} (hpm : p ≤ m)
    (h1 : t m ≤ x) (h2 : x < t (m + 1)) (c : ℕ → ℝ)
    (hc : ∀ i ∈ Icc (m - p) m, a ≤ c i ∧ c i ≤ b) :
    a ≤ ∑ i ∈ Icc (m - p) m, c i * bspline t p i x ∧
      ∑ i ∈ Icc (m - p) m, c i * bspline t p i x ≤ b := by
  obtain ⟨hn, _, hs⟩ := bspline_partition_of_unity ht hpm h1 h2
  have hk : ∀ k : ℝ, ∑ i ∈ Icc (m - p) m, k * bspline t p i x = k := fun k => by
    rw [← mul_sum, hs, mul_one]
  constructor
  · exact (hk a).symm.le.trans
      (sum_le_sum fun i hi => mul_le_mul_of_nonneg_right (hc i hi).1 (hn i))
  · exact (sum_le_sum fun i hi =>
      mul_le_mul_of_nonneg_right (hc i hi).2 (hn i)).trans (hk b).le
```

## Powers as splines

For \(t_m\le x<t_{m+1}\) with \(p\le m\), and any real \(y\), Marsden's identity gives explicit coefficients for a power:

\[
\sum_{i=0}^m\Bigl[\prod_{j=0}^{p-1}(y-t_{i+1+j})\Bigr]B_{i,p}(x)=(y-x)^p.
\]

At degree zero both sides are 1. In the step to \(p+1\), the neighbouring coefficients \(c_i\) and \(c_{i+1}\) share the factor \(Q_i=\prod_{j=0}^{p-1}(y-t_{i+2+j})\). With \(w=w_{i+1,p}(x)\), their blend is

\[
Q_i\bigl[w(y-t_{i+p+2})+(1-w)(y-t_{i+1})\bigr]=Q_i(y-x),
\]

because \(w(t_{i+p+2}-t_{i+1})=x-t_{i+1}\). The \(Q_i\) are the degree-\(p\) coefficients of \(B_{i+1,p}\), so the induction hypothesis supplies the remaining \((y-x)^p\). In Lean, `hA` and `hB` extract the shared factor, and `linear_combination` uses the ramp equation `hw`.

```lean
/-- Marsden's identity: on knot interval `m ≥ p` of strictly increasing knots, the power
`(y - x) ^ p` is a spline whose coefficients are products of `y` minus the inner knots. -/
theorem marsden_identity (ht : StrictMono t) {p m : ℕ} {x : ℝ} (hpm : p ≤ m)
    (h1 : t m ≤ x) (h2 : x < t (m + 1)) (y : ℝ) :
    ∑ i ∈ range (m + 1), (∏ j ∈ range p, (y - t (i + 1 + j))) * bspline t p i x
      = (y - x) ^ p := by
  induction p with
  | zero => simpa using sum_degree_zero ht h1 h2 (fun _ => 1)
  | succ p ih =>
    have h0 : bspline t p 0 x = 0 :=
      bspline_eq_zero ht p 0 x (Or.inr (le_trans (ht.monotone (by omega)) h1))
    refine (deBoor_step ht hpm h1 h2
      (fun i => ∏ j ∈ range (p + 1), (y - t (i + 1 + j)))).trans ?_
    rw [pow_succ, ← ih (by omega), sum_range_succ' _ m, h0, mul_zero, add_zero, sum_mul]
    refine sum_congr rfl fun i _ => ?_
    -- neighbouring coefficients share all factors but one
    have hA : ∏ j ∈ range (p + 1), (y - t (i + 1 + 1 + j))
        = (∏ j ∈ range p, (y - t (i + 1 + 1 + j))) * (y - t (i + 1 + 1 + p)) :=
      prod_range_succ _ _
    have hB : ∏ j ∈ range (p + 1), (y - t (i + 1 + j))
        = (∏ j ∈ range p, (y - t (i + 1 + 1 + j))) * (y - t (i + 1)) := by
      rw [prod_range_succ', add_zero]
      congr 1
      refine prod_congr rfl fun j _ => ?_
      rw [show i + 1 + (j + 1) = i + 1 + 1 + j by omega]
    have hw : ramp t p (i + 1) x * (t (i + 1 + 1 + p) - t (i + 1)) = x - t (i + 1) := by
      rw [ramp, show i + 1 + p + 1 = i + 1 + 1 + p by omega]
      exact div_mul_cancel₀ _ (sub_pos.2 (ht (by omega))).ne'
    simp only [hA, hB]
    linear_combination
      (-((∏ j ∈ range p, (y - t (i + 1 + 1 + j))) * bspline t p (i + 1) x)) * hw
```

## The deficit next to the first knot

For \(p=1\) and \(t_0\le x<t_1\), the condition \(p\le m\) fails. Only \(B_{0,1}\) can contribute, and

\[
B_{0,1}(x)=\frac{x-t_0}{t_1-t_0}<1.
\]

Adding splines of higher index does not help, as they all vanish here. With simple knots starting at the nucleus, every combination of the linear basis is thus a multiple of \(x-t_0\) on the first interval, so it cannot reproduce a nonzero constant there.

```lean
/-- On the first interval of strictly increasing knots, the B-splines of degree one with
indices 0 to `n` sum to less than 1, for every `n`. -/
theorem sum_lt_one_first_interval (ht : StrictMono t) {x : ℝ} (h1 : t 0 ≤ x)
    (h2 : x < t 1) (n : ℕ) : ∑ i ∈ range (n + 1), bspline t 1 i x < 1 := by
  have hb : bspline t 0 0 x = 1 := if_pos ⟨h1, h2⟩
  have hz : bspline t 0 (0 + 1) x = 0 := bspline_eq_zero ht 0 (0 + 1) x (Or.inl h2)
  have e := bspline_succ ht 0 0 x
  rw [hb, hz, mul_zero, add_zero, mul_one] at e
  have hs : ∑ i ∈ range n, bspline t 1 (i + 1) x = 0 :=
    sum_eq_zero fun i _ => bspline_eq_zero ht 1 (i + 1) x
      (Or.inl (lt_of_lt_of_le h2 (ht.monotone (by omega))))
  rw [sum_range_succ', hs, zero_add]
  refine lt_of_eq_of_lt e ?_
  change (x - t 0) / (t 1 - t 0) < 1
  rw [div_lt_one (sub_pos.2 (ht Nat.zero_lt_one))]
  linarith

end BSplineBasis
```

```lean
#print axioms BSplineBasis.spline_mem_Icc
#print axioms BSplineBasis.marsden_identity
#print axioms BSplineBasis.sum_lt_one_first_interval
```

```
'BSplineBasis.spline_mem_Icc' depends on axioms: [propext, Classical.choice, Quot.sound]
'BSplineBasis.marsden_identity' depends on axioms: [propext, Classical.choice, Quot.sound]
'BSplineBasis.sum_lt_one_first_interval' depends on axioms: [propext, Classical.choice, Quot.sound]
```
